# The traces of $A, A^2, \dots, A^n$ determine a real symmetric $n\times n$ tensor up to rotation

Take a real symmetric $2\times2$ matrix $A$ with principal values $a_0$ and $a_1$. Its first two traces are

$$p_1=\operatorname{tr}A=a_0+a_1,\qquad p_2=\operatorname{tr}A^2=a_0^2+a_1^2 .$$

They fix the product $a_0a_1=(p_1^2-p_2)/2$, so the principal values are the two roots of $x^2-p_1x+(p_1^2-p_2)/2$. A second symmetric matrix $B$ with the same two traces has the same principal values, and turning each principal axis of $A$ onto an axis of $B$ with the same principal value carries $A$ into $B$. The argument in $n$ dimensions is the same, with Newton's identities in place of the formula for the product.

```lean
import Mathlib

open scoped Matrix

namespace MomentTensorInvariants

noncomputable section

variable {n : ℕ}
```

## The tensor and its traces

The descriptor of an $n\times n$ matrix $A$ is the list of $\operatorname{tr}A,\dots,\operatorname{tr}A^n$. Lean's index `k : Fin n` runs from $0$ to $n-1$, so entry $k$ is $\operatorname{tr}A^{k+1}$.

```lean
/-- The descriptor of a second-rank tensor `A` in `n` dimensions: the traces of
`A, A ^ 2, …, A ^ n`. -/
def traceDescriptor (A : Matrix (Fin n) (Fin n) ℝ) (k : Fin n) : ℝ :=
  (A ^ (k.val + 1)).trace
```

For an atom whose neighbours $a$ sit at displacements $r_a\in\mathbb R^n$ with weights $w_a$, the second moment tensor is

$$M=\sum_a w_a\,r_ar_a^{T}.$$

The weights are arbitrary real numbers. In a potential they would typically come from a radial function of $|r_a|$, which a rotation leaves alone. `Matrix.vecMulVec` is the outer product.

```lean
/-- The second moment tensor of neighbours at positions `r a` with weights `w a`. -/
def momentTensor {ι : Type*} [Fintype ι] (w : ι → ℝ) (r : ι → Fin n → ℝ) :
    Matrix (Fin n) (Fin n) ℝ :=
  ∑ a, w a • Matrix.vecMulVec (r a) (r a)
```

## Rotation leaves the traces alone

Let $QQ^T=1$. For square matrices this also gives $Q^TQ=1$, so the inner factors cancel in

$$(QAQ^T)^k=QA\,(Q^TQ)\,A\cdots AQ^T=QA^kQ^T .$$

Cyclicity of the trace then yields $\operatorname{tr}(QA^kQ^T)=\operatorname{tr}(Q^TQA^k)=\operatorname{tr}A^k$. The proof obtains the first formula by induction on $k$.

```lean
/-- The trace of every power of a tensor is unchanged by an orthogonal change of axes. -/
theorem trace_pow_rotate (A : Matrix (Fin n) (Fin n) ℝ) {Q : Matrix (Fin n) (Fin n) ℝ}
    (hQ : Q * Qᵀ = 1) (k : ℕ) : ((Q * A * Qᵀ) ^ k).trace = (A ^ k).trace := by
  have hQ' : Qᵀ * Q = 1 := mul_eq_one_comm.mp hQ
  have h : (Q * A * Qᵀ) ^ k = Q * A ^ k * Qᵀ := by
    induction k with
    | zero => simp [hQ]
    | succ k ih =>
      rw [pow_succ, ih, pow_succ]
      calc Q * A ^ k * Qᵀ * (Q * A * Qᵀ) = Q * A ^ k * (Qᵀ * Q) * A * Qᵀ := by
            simp only [mul_assoc]
        _ = Q * (A ^ k * A) * Qᵀ := by
            rw [hQ', mul_one]
            simp only [mul_assoc]
  rw [h, Matrix.trace_mul_comm, ← mul_assoc, hQ', one_mul]
```

## From traces to principal values

A real symmetric $A$ has orthonormal principal axes. With these as the columns of $U$,

$$A=U\operatorname{diag}(a_0,\dots,a_{n-1})U^T,\qquad UU^T=1,$$

and therefore $\operatorname{tr}A^k=\sum_i a_i^k$. Lean takes this from the spectral theorem for Hermitian matrices, since over the reals the conjugate transpose is the transpose.

```lean
/-- A symmetric tensor is diagonal in a suitable orthonormal set of axes. -/
theorem principal_axes {A : Matrix (Fin n) (Fin n) ℝ} (hA : A.IsSymm) :
    ∃ (U : Matrix (Fin n) (Fin n) ℝ) (a : Fin n → ℝ),
      U * Uᵀ = 1 ∧ A = U * Matrix.diagonal a * Uᵀ := by
  have hH : A.IsHermitian := by
    rw [Matrix.IsHermitian, Matrix.conjTranspose_eq_transpose_of_trivial]
    exact hA
  have hU := Matrix.mem_unitaryGroup_iff.mp hH.eigenvectorUnitary.2
  rw [Matrix.star_eq_conjTranspose, Matrix.conjTranspose_eq_transpose_of_trivial] at hU
  have h := hH.spectral_theorem
  rw [Unitary.conjStarAlgAut_apply] at h
  exact ⟨hH.eigenvectorUnitary, hH.eigenvalues, hU, h⟩
```

Now let two lists $a$ and $b$ of $n$ real numbers have equal power sums $p_k=\sum_i a_i^k=\sum_i b_i^k$ for $1\le k\le n$. Write $e_k$ for the elementary symmetric function of degree $k$, with $e_0=1$. Newton's identities read

$$k\,e_k=(-1)^{k+1}\sum_{i=0}^{k-1}(-1)^i e_i\,p_{k-i}.$$

The right side contains only earlier $e_i$ and power sums of degree at most $k$. Dividing by $k\neq0$ gives $e_1,\dots,e_n$ in turn, with the same values for both lists; this is the strong induction `he`. The polynomials

$$\prod_i(x-a_i)=\sum_{k=0}^n(-1)^k e_k\,x^{n-k}=\prod_i(x-b_i)$$

then coincide, and so do their roots with multiplicities (`hm`). Each value $c$ thus occurs equally often in both lists (`hc`). Pairing the occurrences value by value produces a permutation $\sigma$ with $b_{\sigma(i)}=a_i$.

```lean
/-- Two lists of `n` real numbers with the same first `n` power sums agree up to a
permutation. -/
theorem perm_of_power_sums (a b : Fin n → ℝ)
    (h : ∀ k, 1 ≤ k → k ≤ n → ∑ i, a i ^ k = ∑ i, b i ^ k) :
    ∃ σ : Equiv.Perm (Fin n), ∀ i, b (σ i) = a i := by
  -- Newton's identities give the elementary symmetric functions one after another
  have he : ∀ k, k ≤ n → MvPolynomial.aeval a (MvPolynomial.esymm (Fin n) ℝ k) =
      MvPolynomial.aeval b (MvPolynomial.esymm (Fin n) ℝ k) := by
    intro k
    induction k using Nat.strong_induction_on with
    | _ k ih =>
      intro hk
      rcases Nat.eq_zero_or_pos k with rfl | hpos
      · simp [MvPolynomial.esymm_zero]
      have key := fun c : Fin n → ℝ =>
        congrArg (MvPolynomial.aeval c) (MvPolynomial.mul_esymm_eq_sum (Fin n) ℝ k)
      simp only [map_mul, map_natCast, map_pow, map_neg, map_one, map_sum,
        MvPolynomial.psum, MvPolynomial.aeval_X] at key
      have hk0 : (k : ℝ) ≠ 0 := Nat.cast_ne_zero.mpr (by omega)
      apply mul_left_cancel₀ hk0
      rw [key a, key b]
      congr 1
      apply Finset.sum_congr rfl
      intro x hx
      rw [Finset.mem_filter, Finset.HasAntidiagonal.mem_antidiagonal] at hx
      rw [ih x.1 hx.2 (by omega), h x.2 (by omega) (by omega)]
  -- hence the polynomials with these roots coincide, and so do the roots
  have hm : Finset.univ.val.map a = Finset.univ.val.map b := by
    have hp : ((Finset.univ.val.map a).map fun t => Polynomial.X - Polynomial.C t).prod =
        ((Finset.univ.val.map b).map fun t => Polynomial.X - Polynomial.C t).prod := by
      rw [Multiset.prod_X_sub_X_eq_sum_esymm, Multiset.prod_X_sub_X_eq_sum_esymm]
      simp only [Multiset.card_map, Finset.card_val, Finset.card_univ, Fintype.card_fin]
      refine Finset.sum_congr rfl fun j hj => ?_
      have hj' := he j (by have := Finset.mem_range.mp hj; omega)
      rw [MvPolynomial.aeval_esymm_eq_multiset_esymm,
        MvPolynomial.aeval_esymm_eq_multiset_esymm] at hj'
      rw [hj']
    have hr := congrArg Polynomial.roots hp
    rwa [Polynomial.roots_multiset_prod_X_sub_C,
      Polynomial.roots_multiset_prod_X_sub_C] at hr
  -- equal multiplicities let us match the indices value by value
  have hc : ∀ c, Nonempty ({i // a i = c} ≃ {i // b i = c}) := by
    intro c
    have hcount := congrArg (Multiset.count c) hm
    rw [Multiset.count_map, Multiset.count_map] at hcount
    have e : {i // c = a i} ≃ {i // c = b i} := Fintype.equivOfCardEq (by
      rw [Fintype.card_subtype, Fintype.card_subtype]
      exact hcount)
    exact ⟨(Equiv.subtypeEquivRight fun i => eq_comm).trans
      (e.trans (Equiv.subtypeEquivRight fun i => eq_comm))⟩
  let e := fun c => (hc c).some
  exact ⟨(Equiv.sigmaFiberEquiv a).symm.trans
    ((Equiv.sigmaCongrRight e).trans (Equiv.sigmaFiberEquiv b)),
    fun i => (e (a i) ⟨i, rfl⟩).2⟩
```

## Matching the axes

Write $A=U\operatorname{diag}(a)U^T$ and $B=V\operatorname{diag}(b)V^T$, and reorder the axes of $B$ by $W_{ij}=V_{i\sigma(j)}$. Then $WW^T=1$, and

$$\bigl(W\operatorname{diag}(a)W^T\bigr)_{ij}=\sum_l V_{i\sigma(l)}\,b_{\sigma(l)}\,V_{j\sigma(l)}=B_{ij},$$

because summing over $\sigma(l)$ is summing over all axes. The matrix $Q=WU^T$ is orthogonal and takes each axis of $A$ to its partner:

$$QAQ^T=W(U^TU)\operatorname{diag}(a)(U^TU)W^T=B .$$

The theorem states the equivalence for symmetric $A$ and $B$, the hypotheses `A.IsSymm` and `B.IsSymm`. Its converse direction is the invariance of the traces shown above.

```lean
/-- Two symmetric tensors have the same `n` traces exactly when an orthogonal matrix
carries one into the other. -/
theorem traceDescriptor_eq_iff {A B : Matrix (Fin n) (Fin n) ℝ}
    (hA : A.IsSymm) (hB : B.IsSymm) :
    traceDescriptor A = traceDescriptor B ↔
      ∃ Q : Matrix (Fin n) (Fin n) ℝ, Q * Qᵀ = 1 ∧ B = Q * A * Qᵀ := by
  constructor
  · intro h
    obtain ⟨U, a, hU, hAU⟩ := principal_axes hA
    obtain ⟨V, b, hV, hBV⟩ := principal_axes hB
    have hU' : Uᵀ * U = 1 := mul_eq_one_comm.mp hU
    obtain ⟨σ, hσ⟩ := perm_of_power_sums a b (by
      intro k hk hkn
      obtain ⟨m, rfl⟩ : ∃ m, k = m + 1 := ⟨k - 1, by omega⟩
      have ht := congrFun h ⟨m, by omega⟩
      change (A ^ (m + 1)).trace = (B ^ (m + 1)).trace at ht
      rw [hAU, hBV, trace_pow_rotate _ hU, trace_pow_rotate _ hV, Matrix.diagonal_pow,
        Matrix.diagonal_pow, Matrix.trace_diagonal, Matrix.trace_diagonal] at ht
      exact ht)
    -- list the principal axes of `B` in the order of those of `A`
    obtain ⟨W, hW, hBW⟩ : ∃ W : Matrix (Fin n) (Fin n) ℝ,
        W * Wᵀ = 1 ∧ B = W * Matrix.diagonal a * Wᵀ := by
      refine ⟨V.submatrix id σ, Eq.trans ?_ hV, hBV.trans ?_⟩
      · ext i j
        simp only [Matrix.mul_apply, Matrix.transpose_apply, Matrix.submatrix_apply, id]
        exact Equiv.sum_comp σ (fun l => V i l * V j l)
      · ext i j
        rw [Matrix.mul_apply, Matrix.mul_apply]
        simp only [Matrix.mul_diagonal, Matrix.transpose_apply, Matrix.submatrix_apply,
          id, ← hσ]
        exact (Equiv.sum_comp σ (fun l => V i l * b l * V j l)).symm
    refine ⟨W * Uᵀ, ?_, ?_⟩
    · calc W * Uᵀ * (W * Uᵀ)ᵀ = W * (Uᵀ * U) * Wᵀ := by
            simp only [Matrix.transpose_mul, Matrix.transpose_transpose, mul_assoc]
        _ = 1 := by rw [hU', mul_one, hW]
    · calc B = W * (Uᵀ * U) * Matrix.diagonal a * (Uᵀ * U) * Wᵀ := by
            rw [hU', mul_one, mul_one, hBW]
        _ = W * Uᵀ * A * (W * Uᵀ)ᵀ := by
            rw [hAU]
            simp only [Matrix.transpose_mul, Matrix.transpose_transpose, mul_assoc]
  · rintro ⟨Q, hQ, rfl⟩
    funext k
    exact (trace_pow_rotate A hQ _).symm
```

## Restricting to proper rotations

The $Q$ just found may have determinant $-1$. For $n\ge1$, set $S=\operatorname{diag}(-1,1,\dots,1)$ and $R=USU^T$, which reverses one principal axis of $A$. Diagonal matrices commute and $S^2=1$, so

$$RAR^T=U\,S\operatorname{diag}(a)S\,U^T=A,\qquad \det R=(\det U)^2\det S=-1 .$$

The step `key` proves the first identity with any diagonal $c$ in place of $a$. Taking $c=1$ gives $RR^T=1$, and taking $c=a$ gives the invariance of $A$.

```lean
/-- In at least one dimension, every symmetric tensor is left unchanged by some orthogonal
matrix of determinant `-1`. -/
theorem exists_reflection {A : Matrix (Fin n) (Fin n) ℝ} (hA : A.IsSymm) (hn : 0 < n) :
    ∃ R : Matrix (Fin n) (Fin n) ℝ, R * Rᵀ = 1 ∧ R.det = -1 ∧ R * A * Rᵀ = A := by
  obtain ⟨U, a, hU, hAU⟩ := principal_axes hA
  have hU' : Uᵀ * U = 1 := mul_eq_one_comm.mp hU
  -- reverse one principal axis
  obtain ⟨s, hs, hp⟩ : ∃ s : Fin n → ℝ, (∀ i, s i * s i = 1) ∧ ∏ i, s i = -1 := by
    refine ⟨fun i => if i = ⟨0, hn⟩ then -1 else 1, fun i => ?_, ?_⟩
    · dsimp only
      split_ifs <;> norm_num
    · simp
  have key : ∀ c : Fin n → ℝ, U * Matrix.diagonal s * Uᵀ * (U * Matrix.diagonal c * Uᵀ) *
      (U * Matrix.diagonal s * Uᵀ)ᵀ = U * Matrix.diagonal c * Uᵀ := by
    intro c
    have hd : Matrix.diagonal s * Matrix.diagonal c * Matrix.diagonal s =
        Matrix.diagonal c := by
      rw [Matrix.diagonal_mul_diagonal, Matrix.diagonal_mul_diagonal]
      congr 1
      funext i
      linear_combination c i * hs i
    calc _ = U * Matrix.diagonal s * (Uᵀ * U) * Matrix.diagonal c * (Uᵀ * U) *
          Matrix.diagonal s * Uᵀ := by
          simp only [Matrix.transpose_mul, Matrix.transpose_transpose,
            Matrix.diagonal_transpose, mul_assoc]
      _ = U * (Matrix.diagonal s * Matrix.diagonal c * Matrix.diagonal s) * Uᵀ := by
          rw [hU', mul_one, mul_one]
          simp only [mul_assoc]
      _ = _ := by rw [hd]
  refine ⟨U * Matrix.diagonal s * Uᵀ, ?_, ?_, ?_⟩
  · have h1 := key (fun _ => 1)
    rwa [Matrix.diagonal_one, mul_one, hU, mul_one] at h1
  · have hdet := congrArg Matrix.det hU
    rw [Matrix.det_mul, Matrix.det_transpose, Matrix.det_one] at hdet
    rw [Matrix.det_mul, Matrix.det_mul, Matrix.det_diagonal, Matrix.det_transpose, hp]
    linear_combination -hdet
  · rw [hAU]
    exact key a
```

From $QQ^T=1$ follows $(\det Q)^2=1$. If $\det Q=-1$, replace $Q$ by $QR$: its determinant is $1$, and $(QR)A(QR)^T=QAQ^T=B$. For $n=0$ the determinant is $1$ and there is nothing to correct.

```lean
/-- Two symmetric tensors have the same `n` traces exactly when a proper rotation carries
one into the other. -/
theorem traceDescriptor_eq_iff_rotation {A B : Matrix (Fin n) (Fin n) ℝ}
    (hA : A.IsSymm) (hB : B.IsSymm) :
    traceDescriptor A = traceDescriptor B ↔
      ∃ Q : Matrix (Fin n) (Fin n) ℝ, Q * Qᵀ = 1 ∧ Q.det = 1 ∧ B = Q * A * Qᵀ := by
  rw [traceDescriptor_eq_iff hA hB]
  constructor
  · rintro ⟨Q, hQ, hBQ⟩
    have hdet := congrArg Matrix.det hQ
    rw [Matrix.det_mul, Matrix.det_transpose, Matrix.det_one] at hdet
    rcases mul_self_eq_one_iff.mp hdet with hd | hd
    · exact ⟨Q, hQ, hd, hBQ⟩
    rcases Nat.eq_zero_or_pos n with rfl | hn
    · rw [Matrix.det_isEmpty] at hd
      norm_num at hd
    -- an improper `Q` is corrected by a reflection that leaves `A` unchanged
    obtain ⟨R, hR, hRd, hRA⟩ := exists_reflection hA hn
    refine ⟨Q * R, ?_, ?_, ?_⟩
    · calc Q * R * (Q * R)ᵀ = Q * (R * Rᵀ) * Qᵀ := by
            simp only [Matrix.transpose_mul, mul_assoc]
        _ = 1 := by rw [hR, mul_one, hQ]
    · rw [Matrix.det_mul, hd, hRd]
      norm_num
    · calc B = Q * (R * A * Rᵀ) * Qᵀ := by rw [hRA, hBQ]
        _ = Q * R * A * (Q * R)ᵀ := by simp only [Matrix.transpose_mul, mul_assoc]
  · rintro ⟨Q, hQ, -, hBQ⟩
    exact ⟨Q, hQ, hBQ⟩
```

## Neighbour environments

Moving every neighbour by $Q$ gives

$$\sum_a w_a(Qr_a)(Qr_a)^T=Q\Bigl(\sum_a w_a r_ar_a^T\Bigr)Q^T=QMQ^T .$$

The weights are held fixed, and the identity holds for any matrix $Q$, orthogonal or not.

```lean
/-- Applying a matrix `Q` to every neighbour position turns the moment tensor `M` into
`Q M Qᵀ`. -/
theorem momentTensor_rotate {ι : Type*} [Fintype ι] (w : ι → ℝ) (r : ι → Fin n → ℝ)
    (Q : Matrix (Fin n) (Fin n) ℝ) :
    momentTensor w (fun a => Q *ᵥ r a) = Q * momentTensor w r * Qᵀ := by
  simp only [momentTensor, Finset.mul_sum, Finset.sum_mul, Matrix.mul_smul,
    Matrix.smul_mul, Matrix.mul_vecMulVec, Matrix.vecMulVec_mul, Matrix.vecMul_transpose]
```

Since $M$ is symmetric, the previous theorem applies to it. Two environments, possibly with different numbers of neighbours, have equal descriptors exactly when a proper rotation of the first gives it the moment tensor of the second.

For a machine-learned potential that sees its surroundings through a single second-rank moment tensor, it follows that every rotation-invariant function of that tensor is a function of the $n$ traces. The theorem identifies tensors and not atomic positions: replacing one $r_a$ by $-r_a$ leaves $M$ unchanged, though it generally alters the environment. Nor does it treat several tensors at once, whose relative orientation also matters.

```lean
/-- Two atomic environments have the same trace descriptor exactly when some proper rotation
of the first gives it the moment tensor of the second. -/
theorem environment_descriptor_eq_iff {ι κ : Type*} [Fintype ι] [Fintype κ]
    (w : ι → ℝ) (r : ι → Fin n → ℝ) (w' : κ → ℝ) (r' : κ → Fin n → ℝ) :
    traceDescriptor (momentTensor w r) = traceDescriptor (momentTensor w' r') ↔
      ∃ Q : Matrix (Fin n) (Fin n) ℝ, Q * Qᵀ = 1 ∧ Q.det = 1 ∧
        momentTensor w' r' = momentTensor w (fun a => Q *ᵥ r a) := by
  simp only [momentTensor_rotate]
  apply traceDescriptor_eq_iff_rotation
  · exact Matrix.IsSymm.ext fun i j => by
      simp [momentTensor, Matrix.sum_apply, Matrix.vecMulVec_apply, mul_comm]
  · exact Matrix.IsSymm.ext fun i j => by
      simp [momentTensor, Matrix.sum_apply, Matrix.vecMulVec_apply, mul_comm]
```

## Two traces are too few in three dimensions

Let $A=\operatorname{diag}(1,1,-2)$ and $B=\operatorname{diag}(-1,-1,2)$. Both have trace $0$, and both squares have trace $6$, but

$$\operatorname{tr}A^3=-6,\qquad \operatorname{tr}B^3=6 .$$

An orthogonal $Q$ with $B=QAQ^T$ would make the third traces equal, which is the contradiction used in the proof. The first two traces measure the size of the anisotropy here, while the third distinguishes the two opposite signs.

```lean
/-- In three dimensions the tensors `diag(1, 1, -2)` and `diag(-1, -1, 2)` share their first
two traces, yet no orthogonal matrix carries one into the other. -/
theorem two_traces_insufficient :
    let A : Matrix (Fin 3) (Fin 3) ℝ := Matrix.diagonal ![1, 1, -2]
    let B : Matrix (Fin 3) (Fin 3) ℝ := Matrix.diagonal ![-1, -1, 2]
    A.trace = B.trace ∧ (A ^ 2).trace = (B ^ 2).trace ∧
      ¬ ∃ Q : Matrix (Fin 3) (Fin 3) ℝ, Q * Qᵀ = 1 ∧ B = Q * A * Qᵀ := by
  intro A B
  have hA2 : (![1, 1, -2] : Fin 3 → ℝ) 2 = -2 := rfl
  have hB2 : (![-1, -1, 2] : Fin 3 → ℝ) 2 = 2 := rfl
  refine ⟨?_, ?_, ?_⟩
  · norm_num [A, B, Matrix.trace_diagonal, Fin.sum_univ_three, hA2, hB2]
  · norm_num [A, B, Matrix.diagonal_pow, Matrix.trace_diagonal, Fin.sum_univ_three, hA2, hB2]
  · rintro ⟨Q, hQ, hB⟩
    -- the third trace tells them apart
    have h3 := trace_pow_rotate A hQ 3
    rw [← hB] at h3
    norm_num [A, B, Matrix.diagonal_pow, Matrix.trace_diagonal, Fin.sum_univ_three,
      hA2, hB2] at h3

end

end MomentTensorInvariants
```

```lean
#print axioms MomentTensorInvariants.traceDescriptor_eq_iff_rotation
-- 'MomentTensorInvariants.traceDescriptor_eq_iff_rotation' depends on axioms: [propext, Classical.choice, Quot.sound]
#print axioms MomentTensorInvariants.environment_descriptor_eq_iff
-- 'MomentTensorInvariants.environment_descriptor_eq_iff' depends on axioms: [propext, Classical.choice, Quot.sound]
#print axioms MomentTensorInvariants.two_traces_insufficient
-- 'MomentTensorInvariants.two_traces_insufficient' depends on axioms: [propext, Classical.choice, Quot.sound]
```
